# Contracting a Slater determinant with one of its orthonormal orbitals removes that orbital, up to a sign

Let $\varphi_0,\dots,\varphi_n$ be orthonormal complex orbitals on a finite set $X$, and let
$$\Psi(x_0,\dots,x_n)=\det\big(\varphi_j(x_i)\big)_{i,j=0}^{n}$$
be their unnormalised Slater determinant. Write $D_k$ for the unnormalised determinant of the $n$ orbitals that remain when $\varphi_k$ is omitted and the order of the others is kept. Then, for every configuration $x=(x_0,\dots,x_{n-1})$ of $n$ particles,
$$\sum_{y\in X}\overline{\varphi_k(y)}\,\Psi(y,x_0,\dots,x_{n-1})=(-1)^k D_k(x).$$
If $\varphi_k$ is replaced by an arbitrary function $f$, the sum vanishes at every configuration exactly when $f$ is orthogonal to all the orbitals.

For a single determinant over a finite one-particle basis, this is the sign rule by which an annihilation operator empties an occupied orbital in second-quantised electronic-structure calculations.

## From the Laplace expansion to the missing orbital

Put the particle at $y$ in the first row of the determinant. Expansion along that row gives
$$\Psi(y,x)=\sum_{k=0}^{n}(-1)^k\varphi_k(y)\,D_k(x),$$
because deleting the first row and column $k$ leaves the matrix of the other orbitals at the other particles. Write $\langle f,g\rangle=\sum_y\overline{f(y)}g(y)$ for the overlap. Multiplying by $\overline{f(y)}$ and summing over $y$ turns each orbital value into an overlap:
$$\sum_y\overline{f(y)}\,\Psi(y,x)=\sum_{k=0}^{n}(-1)^k\langle f,\varphi_k\rangle D_k(x).\tag{1}$$

For $f=\varphi_k$, orthonormality leaves only the term with index $k$, which is the claim. If $f$ is orthogonal to every orbital, no term is left. For $n=0$ the determinant is $\Psi(y)=\varphi_0(y)$, and the contraction gives $\langle\varphi_0,\varphi_0\rangle=1$, the value of the empty determinant.

With normalisation, $\Psi$ is divided by $\sqrt{(n+1)!}$ and $D_k$ by $\sqrt{n!}$. Since $\sqrt{(n+1)!}=\sqrt{n+1}\,\sqrt{n!}$, the contraction of the normalised determinant is
$$\frac{(-1)^k D_k(x)}{\sqrt{(n+1)!}}=\frac{(-1)^k}{\sqrt{n+1}}\,\frac{D_k(x)}{\sqrt{n!}}.$$
The annihilation operator is $\sqrt{n+1}$ times the contraction, so it gives the normalised determinant without $\varphi_k$, multiplied by $(-1)^k$ alone.

## Reading the overlaps back from the contraction

Suppose now that the contraction with $f$ vanishes everywhere. To conclude that each $\langle f,\varphi_k\rangle$ is zero, the terms in (1) have to be separated. Product states do this. For any functions $g_0,\dots,g_{n-1}$ and orbitals $\chi_0,\dots,\chi_{n-1}$, expanding the determinant over permutations $\sigma$ gives
$$\begin{aligned}
\sum_x\prod_i\overline{g_i(x_i)}\,\det\big(\chi_j(x_i)\big)
&=\sum_\sigma\operatorname{sgn}(\sigma)\sum_x\prod_i\overline{g_i(x_i)}\,\chi_{\sigma(i)}(x_i)\\
&=\sum_\sigma\operatorname{sgn}(\sigma)\prod_i\langle g_i,\chi_{\sigma(i)}\rangle
=\det\big(\langle g_i,\chi_j\rangle\big).
\end{aligned}$$

Let $P_k$ be the product, in order, of the orbitals other than $\varphi_k$, and take its overlap with $D_j$. If $j=k$, the overlap matrix is the identity and its determinant is $1$. If $j\ne k$, the orbital $\varphi_j$ occurs in $P_k$ but is orthogonal to every orbital in $D_j$. The matrix then has a zero row, and its determinant is $0$. Thus $\langle P_k,D_j\rangle=\delta_{kj}$; with the normalised determinant $D_j/\sqrt{n!}$ the value is $\delta_{kj}/\sqrt{n!}$.

Taking the overlap of $P_k$ with both sides of (1) gives
$$\sum_x\overline{P_k(x)}\sum_y\overline{f(y)}\,\Psi(y,x)=(-1)^k\langle f,\varphi_k\rangle.$$
If the contraction is zero, so is the left side, and therefore $\langle f,\varphi_k\rangle=0$ for each $k$.

## Determinants and omitted orbitals in Lean

The type `X` holds the possible coordinates of one particle. These may be lattice sites, or pairs of a site and a spin value. The number `n` counts particles.

```lean
import Mathlib

open ComplexConjugate

namespace SlaterContraction

noncomputable section

variable {X : Type*} {n : ℕ}
```

An orbital is a function `X → ℂ`, and a list of `n` orbitals is a function from `Fin n`, whose elements are numbered from zero. A configuration `x : Fin n → X` assigns a coordinate to each particle. The matrix has particles as rows and orbitals as columns, with no prefactor.

```lean
/-- The unnormalised Slater determinant of `n` orbitals, with particles as rows and
orbitals as columns. -/
def slater (φ : Fin n → X → ℂ) (x : Fin n → X) : ℂ :=
  Matrix.det (Matrix.of fun i j => φ j (x i))
```

The map `k.succAbove` runs through the indices in increasing order and skips `k`. Composing the orbitals with it yields the list that defines $D_k$.

```lean
/-- The list of orbitals with the `k`-th one omitted and the order of the others kept. -/
def removeOrbital (φ : Fin (n + 1) → X → ℂ) (k : Fin (n + 1)) : Fin n → X → ℂ :=
  fun i => φ (k.succAbove i)
```

The normalised version divides by $\sqrt{n!}$. The definition applies to any orbitals; the factor is the one appropriate to an orthonormal list.

```lean
/-- The Slater determinant with the normalisation factor `1/√(n!)`. -/
def normSlater (φ : Fin n → X → ℂ) (x : Fin n → X) : ℂ :=
  slater φ x / ((√(n.factorial : ℝ) : ℝ) : ℂ)
```

The Laplace expansion needs neither orthonormality nor a finite `X`. The expression `Fin.cons y x` is the configuration $(y,x_0,\dots,x_{n-1})$. Mathlib's `Matrix.det_succ_row_zero` expands along row zero, and the final `rfl` confirms that each minor is the determinant with one orbital removed.

```lean
/-- Laplace expansion of a Slater determinant in the coordinate `y` of the first particle. -/
theorem slater_cons (φ : Fin (n + 1) → X → ℂ) (y : X) (x : Fin n → X) :
    slater φ (Fin.cons y x : Fin (n + 1) → X) =
      ∑ k : Fin (n + 1), (-1) ^ (k : ℕ) * φ k y * slater (removeOrbital φ k) x := by
  unfold slater
  rw [Matrix.det_succ_row_zero]
  refine Finset.sum_congr rfl fun k _ => ?_
  rfl
```

## Overlap, contraction and annihilation

From here on `X` is finite, so the overlap is a plain sum. It is conjugate-linear in its first argument, the usual physics convention, and carries no quadrature weights. Orbitals on a continuous space, where the sum would become an integral, are not covered.

```lean
variable [Fintype X]

/-- The overlap of two one-particle functions, conjugate-linear in the first. -/
def overlap (f g : X → ℂ) : ℂ := ∑ y, conj (f y) * g y
```

Orthonormality is a hypothesis on the orbitals, expressed by the Kronecker delta. Physically, it says that the occupied one-particle states are normalised and that a particle in one of them has zero probability of being found in another.

```lean
/-- The orbitals are normalised and mutually orthogonal. -/
def OrthonormalOrbitals (φ : Fin n → X → ℂ) : Prop :=
  ∀ j k, overlap (φ j) (φ k) = if j = k then 1 else 0
```

The contraction sums over the coordinate of the first particle. This choice, together with the order of the orbitals, fixes the sign $(-1)^k$.

```lean
/-- Contraction of the first particle of a wavefunction with a one-particle function. -/
def contractFirst (f : X → ℂ) (Ψ : (Fin (n + 1) → X) → ℂ) (x : Fin n → X) : ℂ :=
  ∑ y, conj (f y) * Ψ (Fin.cons y x : Fin (n + 1) → X)
```

The annihilation operator is defined by its first-quantised formula, as $\sqrt{n+1}$ times the contraction. It acts on any function of $n+1$ coordinates, antisymmetric or not. No Fock space is built, and the anticommutation relations are not derived.

```lean
/-- The annihilation operator of the one-particle function `f`, taking `n + 1` particles
to `n` particles. -/
def annihilate (f : X → ℂ) (Ψ : (Fin (n + 1) → X) → ℂ) (x : Fin n → X) : ℂ :=
  ((√((n : ℝ) + 1) : ℝ) : ℂ) * contractFirst f Ψ x
```

## The sign rule for removing an orbital

The next theorem is equation (1), for arbitrary `f` and arbitrary orbitals. The `simp only` step inserts the Laplace expansion and distributes the products over the sums. `Finset.sum_comm` then exchanges the sums over $y$ and $k$, and `ring` compares the terms.

```lean
/-- Contracting a Slater determinant with any `f` gives the signed sum of the determinants
with one orbital omitted, weighted by the overlaps of `f` with the omitted orbitals. -/
theorem contractFirst_slater (f : X → ℂ) (φ : Fin (n + 1) → X → ℂ) (x : Fin n → X) :
    contractFirst f (slater φ) x =
      ∑ k : Fin (n + 1), (-1) ^ (k : ℕ) * overlap f (φ k) * slater (removeOrbital φ k) x := by
  simp only [contractFirst, slater_cons, overlap, Finset.mul_sum, Finset.sum_mul]
  rw [Finset.sum_comm]
  refine Finset.sum_congr rfl fun k _ => Finset.sum_congr rfl fun y _ => ?_
  ring
```

The main theorem adds orthonormality and sets `f` equal to `φ k`. `Finset.sum_eq_single k` reduces the sum to one term. Its first case evaluates that term with $\langle\varphi_k,\varphi_k\rangle=1$, and its second shows that the others vanish because $\langle\varphi_k,\varphi_j\rangle=0$ for $j\ne k$.

```lean
/-- For orthonormal orbitals, contraction with the `k`-th orbital gives `(-1)^k` times the
determinant with that orbital omitted. -/
theorem contractFirst_orbital {φ : Fin (n + 1) → X → ℂ} (h : OrthonormalOrbitals φ)
    (k : Fin (n + 1)) (x : Fin n → X) :
    contractFirst (φ k) (slater φ) x = (-1) ^ (k : ℕ) * slater (removeOrbital φ k) x := by
  rw [contractFirst_slater, Finset.sum_eq_single k]
  · rw [h k k, if_pos rfl]
    ring
  · intro j _ hj
    rw [h k j, if_neg hj.symm]
    ring
  · intro hk
    exact absurd (Finset.mem_univ k) hk
```

For normalised determinants, the annihilation operator produces the same sign and no further factor. In the proof, `hc` takes the constant denominator out of the contraction and `hf` splits $\sqrt{(n+1)!}$ as above. Once `h1` and `h2` have established that the square roots are nonzero, `field_simp` cancels them.

```lean
/-- On normalised determinants of orthonormal orbitals, the annihilation operator of the
`k`-th orbital removes that orbital with the sign `(-1)^k`. -/
theorem annihilate_orbital {φ : Fin (n + 1) → X → ℂ} (h : OrthonormalOrbitals φ)
    (k : Fin (n + 1)) (x : Fin n → X) :
    annihilate (φ k) (normSlater φ) x =
      (-1) ^ (k : ℕ) * normSlater (removeOrbital φ k) x := by
  have hc : contractFirst (φ k) (normSlater φ) x =
      contractFirst (φ k) (slater φ) x / ((√((n + 1).factorial : ℝ) : ℝ) : ℂ) := by
    simp only [contractFirst, normSlater, Finset.sum_div, mul_div_assoc]
  -- the factorials differ by the factor `n + 1`
  have hf : √((n + 1).factorial : ℝ) = √((n : ℝ) + 1) * √(n.factorial : ℝ) := by
    rw [Nat.factorial_succ, Nat.cast_mul, Nat.cast_add, Nat.cast_one,
      Real.sqrt_mul (by positivity)]
  have h1 : ((√((n : ℝ) + 1) : ℝ) : ℂ) ≠ 0 :=
    Complex.ofReal_ne_zero.mpr (Real.sqrt_pos.mpr (by positivity)).ne'
  have h2 : ((√(n.factorial : ℝ) : ℝ) : ℂ) ≠ 0 :=
    Complex.ofReal_ne_zero.mpr
      (Real.sqrt_pos.mpr (Nat.cast_pos.mpr n.factorial_pos)).ne'
  rw [annihilate, hc, contractFirst_orbital h, hf, Complex.ofReal_mul, normSlater]
  field_simp
```

## Product states as probes

The overlap of a product state with a determinant is the determinant of the one-particle overlaps, again for arbitrary functions. The auxiliary statement `hp` turns a product of one-particle sums into a sum over configurations, for a fixed permutation. Mathlib's permutation formula places the permutation on the row index; the transpositions move it to the orbital index, as in the calculation above. The remaining steps exchange the sums over configurations and permutations.

```lean
/-- The overlap of a product state with a Slater determinant is the determinant of the
one-particle overlaps. -/
theorem product_overlap_slater (g φ : Fin n → X → ℂ) :
    ∑ x : Fin n → X, (∏ i, conj (g i (x i))) * slater φ x =
      Matrix.det (Matrix.of fun i j => overlap (g i) (φ j)) := by
  -- a product of one-particle sums is a sum over configurations
  have hp (σ : Equiv.Perm (Fin n)) : ∏ i, overlap (g i) (φ (σ i)) =
      ∑ x : Fin n → X, (∏ i, conj (g i (x i))) * ∏ i, φ (σ i) (x i) := by
    simp only [overlap, Finset.prod_univ_sum, Fintype.piFinset_univ,
      Finset.prod_mul_distrib]
  rw [← Matrix.det_transpose, Matrix.det_apply']
  simp only [slater, Matrix.transpose_apply, Matrix.of_apply, hp]
  simp only [Finset.mul_sum]
  rw [Finset.sum_comm]
  refine Finset.sum_congr rfl fun x _ => ?_
  rw [← Matrix.det_transpose, Matrix.det_apply', Finset.mul_sum]
  refine Finset.sum_congr rfl fun σ _ => ?_
  simp only [Matrix.transpose_apply, Matrix.of_apply]
  ring
```

With orthonormal orbitals this gives $\langle P_k,D_j\rangle=\delta_{kj}$. The case `k = j` identifies the overlap matrix with the identity. In the other case, `Fin.exists_succAbove_eq` finds the position `i` at which $\varphi_j$ stands in the product, and row `i` of the matrix is zero.

```lean
/-- For orthonormal orbitals, the product state without orbital `k` has overlap one with the
determinant without orbital `j` if `k = j`, and zero otherwise. -/
theorem product_overlap_removed {φ : Fin (n + 1) → X → ℂ} (h : OrthonormalOrbitals φ)
    (k j : Fin (n + 1)) :
    ∑ x : Fin n → X, (∏ i, conj (removeOrbital φ k i (x i))) * slater (removeOrbital φ j) x =
      if k = j then 1 else 0 := by
  rw [product_overlap_slater]
  by_cases hkj : k = j
  · subst hkj
    rw [if_pos rfl]
    have h1 : (Matrix.of fun a b => overlap (removeOrbital φ k a) (removeOrbital φ k b)) =
        (1 : Matrix (Fin n) (Fin n) ℂ) := by
      ext a b
      rw [Matrix.of_apply, removeOrbital, removeOrbital, h, Matrix.one_apply]
      simp
    rw [h1, Matrix.det_one]
  · -- orbital `j` occurs in the product but not in the determinant: a zero row
    obtain ⟨i, hi⟩ := Fin.exists_succAbove_eq (Ne.symm hkj)
    rw [if_neg hkj]
    refine Matrix.det_eq_zero_of_row_eq_zero i fun b => ?_
    rw [Matrix.of_apply, removeOrbital, removeOrbital, hi, h,
      if_neg (Fin.succAbove_ne j b).symm]
```

## When the contraction vanishes

The equivalence holds for every `f`, which need not be normalised. On its left side stands a statement about all configurations of the remaining `n` particles, since the contraction may well vanish at a single configuration for other reasons. For instance, it does so whenever two of the remaining particles share a coordinate.

In the forward direction, `hs` is the projection of equation (1) on $P_k$. `Finset.sum_comm` puts the sum over configurations inside the sum over orbitals. The `calc` block then takes the coefficients out of the inner sum, and `product_overlap_removed` selects one term. The hypothesis makes the left side of `hs` zero, and the nonzero sign $(-1)^k$ is then removed from the product. The reverse direction substitutes zero overlaps into (1).

```lean
/-- For orthonormal orbitals, contraction of the determinant with `f` vanishes at every
configuration exactly when `f` is orthogonal to all the orbitals. -/
theorem contractFirst_eq_zero_iff {φ : Fin (n + 1) → X → ℂ} (h : OrthonormalOrbitals φ)
    (f : X → ℂ) :
    (∀ x, contractFirst f (slater φ) x = 0) ↔ ∀ k, overlap f (φ k) = 0 := by
  constructor
  · intro hz k
    -- project the contraction on the product state without orbital `k`
    have hs : ∑ x : Fin n → X, (∏ i, conj (removeOrbital φ k i (x i))) *
        contractFirst f (slater φ) x = (-1) ^ (k : ℕ) * overlap f (φ k) := by
      simp only [contractFirst_slater, Finset.mul_sum]
      rw [Finset.sum_comm]
      calc _ = ∑ j : Fin (n + 1), (-1) ^ (j : ℕ) * overlap f (φ j) *
            ∑ x : Fin n → X, (∏ i, conj (removeOrbital φ k i (x i))) *
              slater (removeOrbital φ j) x := by
            refine Finset.sum_congr rfl fun j _ => ?_
            rw [Finset.mul_sum]
            refine Finset.sum_congr rfl fun x _ => ?_
            ring
        _ = _ := by
            simp only [product_overlap_removed h]
            simp
    simp only [hz, mul_zero, Finset.sum_const_zero] at hs
    exact (mul_eq_zero.mp hs.symm).resolve_left (pow_ne_zero _ (by norm_num))
  · intro ho x
    simp [contractFirst_slater, ho]
```

## Localised orbitals with one site left empty

A concrete case has $n+1$ sites and $n$ orbitals, each concentrated on one of the first $n$ sites. The function concentrated on the last site is nonzero and orthogonal to all of them. For $n\ge1$ these orbitals satisfy the orthonormality hypothesis of the contraction theorems, and the last function is an $f$ whose contraction vanishes: a particle cannot be removed from the empty site.

In Lean, `Pi.single a 1` is the function with value $1$ at `a` and $0$ elsewhere. The statement `hv` says that its overlap with `g` is the value `g a`, which reduces both parts to comparing site labels.

```lean
/-- On `n + 1` sites, the functions localised on the first `n` sites are orthonormal, and the
function localised on the last site is orthogonal to all of them. -/
theorem localised_orbitals_witness (n : ℕ) :
    OrthonormalOrbitals (fun k : Fin n => (Pi.single k.castSucc 1 : Fin (n + 1) → ℂ)) ∧
      ∀ k : Fin n, overlap (Pi.single (Fin.last n) 1 : Fin (n + 1) → ℂ)
        (Pi.single k.castSucc 1) = 0 := by
  have hv (a : Fin (n + 1)) (g : Fin (n + 1) → ℂ) : overlap (Pi.single a 1) g = g a := by
    rw [overlap, Finset.sum_eq_single a]
    · simp
    · intro b _ hb
      simp [hb]
    · simp
  constructor
  · intro j k
    rw [hv]
    simp [Pi.single_apply]
  · intro k
    rw [hv]
    simp [(Fin.castSucc_lt_last k).ne']

end

end SlaterContraction
```

```lean
#print axioms SlaterContraction.contractFirst_slater
#print axioms SlaterContraction.annihilate_orbital
#print axioms SlaterContraction.contractFirst_eq_zero_iff
```

```
'SlaterContraction.contractFirst_slater' depends on axioms: [propext, Classical.choice, Quot.sound]
'SlaterContraction.annihilate_orbital' depends on axioms: [propext, Classical.choice, Quot.sound]
'SlaterContraction.contractFirst_eq_zero_iff' depends on axioms: [propext, Classical.choice, Quot.sound]
```
